# For 0 < γ < 1, cutting the Gaussian expansion of r^(γ−1) at exponent A leaves a 1/r-weighted squared error proportional to A^(−γ)

Setting up a Gaussian basis for a heavy atom includes choosing its largest exponent. For the point-nucleus factor r^(γ−1), expanded with fixed weights in a continuum of Gaussians, the file below gives the rate at which the squared error, weighted by 1/r and integrated over three-dimensional space, falls as that exponent is raised.

```lean
import Mathlib

open MeasureTheory Set

namespace DiracGaussianExpansion

noncomputable section

/-- The part of the Gaussian expansion of `r ^ (γ - 1)` whose exponents `t` lie in the set `S` of
positive numbers, for `γ < 1` and `r > 0`. -/
def gaussPart (γ : ℝ) (S : Set ℝ) (r : ℝ) : ℝ :=
  (∫ t in S, t ^ ((1 - γ) / 2 - 1) * Real.exp (-t * r ^ 2)) / Real.Gamma ((1 - γ) / 2)

/-- The integral over `r > 0` of `r` times the square of the part with exponents above `A`,
for `0 < γ < 1` and `A > 0`. -/
def missingWeight (γ A : ℝ) : ℝ :=
  ∫ r in Ioi (0 : ℝ), r * gaussPart γ (Ioi A) r ^ 2

/-- For `γ < 1` and `r > 0`, the Gaussians of all positive exponents add up to
`r ^ (γ - 1)`. -/
theorem gaussian_expansion {γ r : ℝ} (hγ : γ < 1) (hr : 0 < r) :
    gaussPart γ (Ioi 0) r = r ^ (γ - 1) := by
  have hs : 0 < (1 - γ) / 2 := by linarith
  have h := Real.integral_rpow_mul_exp_neg_mul_Ioi hs (pow_pos hr 2)
  have hp : (1 / r ^ 2) ^ ((1 - γ) / 2) = r ^ (γ - 1) := by
    rw [one_div, Real.inv_rpow (by positivity), ← Real.rpow_neg (by positivity),
      ← Real.rpow_natCast r 2, ← Real.rpow_mul hr.le]
    congr 1
    push_cast
    ring
  have he : ∀ t : ℝ, Real.exp (-t * r ^ 2) = Real.exp (-(r ^ 2 * t)) := fun t => by
    congr 1
    ring
  unfold gaussPart
  simp_rw [he]
  rw [h, hp, mul_div_assoc, div_self (Real.Gamma_pos_of_pos hs).ne', mul_one]

/-- For `γ < 1` and `r > 0`, the weighted Gaussians are integrable over all positive
exponents. -/
theorem integrable_exponents {γ r : ℝ} (hγ : γ < 1) (hr : 0 < r) :
    IntegrableOn (fun t : ℝ => t ^ ((1 - γ) / 2 - 1) * Real.exp (-t * r ^ 2)) (Ioi 0) := by
  by_contra h
  -- a divergent integral would have the value zero, but the value is a positive power of `r`
  have h1 := gaussian_expansion hγ hr
  rw [gaussPart, integral_undef h, zero_div] at h1
  exact (Real.rpow_pos_of_pos hr _).ne h1

/-- For `γ < 1`, `A ≥ 0` and `r > 0`, the error of the expansion cut off at exponent `A` is the
part with exponents above `A`. -/
theorem truncation_error {γ A r : ℝ} (hγ : γ < 1) (hA : 0 ≤ A) (hr : 0 < r) :
    r ^ (γ - 1) - gaussPart γ (Ioc 0 A) r = gaussPart γ (Ioi A) r := by
  have hI := integrable_exponents hγ hr
  have hu := setIntegral_union (Set.Ioc_disjoint_Ioi le_rfl) measurableSet_Ioi
    (hI.mono_set Set.Ioc_subset_Ioi_self) (hI.mono_set (Set.Ioi_subset_Ioi hA))
  rw [Set.Ioc_union_Ioi_eq_Ioi hA] at hu
  rw [← gaussian_expansion hγ hr]
  simp only [gaussPart]
  rw [hu]
  ring

/-- For `A > 0`, the part with exponents above `A` is the part with exponents above one, with
the radius scaled by `√A` and the amplitude by `A ^ ((1 - γ) / 2)`. -/
theorem tight_part_scaling (γ r : ℝ) {A : ℝ} (hA : 0 < A) :
    gaussPart γ (Ioi A) r = A ^ ((1 - γ) / 2) * gaussPart γ (Ioi 1) (√A * r) := by
  -- substitute `t = A u` in the integral over exponents
  have h := integral_comp_mul_left_Ioi
    (fun t : ℝ => t ^ ((1 - γ) / 2 - 1) * Real.exp (-t * r ^ 2)) 1 hA
  simp only [mul_one, smul_eq_mul] at h
  have h2 : ∫ t in Ioi (1 : ℝ), (A * t) ^ ((1 - γ) / 2 - 1) * Real.exp (-(A * t) * r ^ 2)
      = A ^ ((1 - γ) / 2 - 1) *
        ∫ t in Ioi (1 : ℝ), t ^ ((1 - γ) / 2 - 1) * Real.exp (-t * (√A * r) ^ 2) := by
    rw [← integral_const_mul]
    refine setIntegral_congr_fun measurableSet_Ioi (fun t ht => ?_)
    have ht0 : 0 < t := lt_trans one_pos (Set.mem_Ioi.1 ht)

    rw [Real.mul_rpow hA.le ht0.le, mul_pow, Real.sq_sqrt hA.le,
      show -(A * t) * r ^ 2 = -t * (A * r ^ 2) by ring]
    ring
  rw [h2] at h
  have h3 : A ^ ((1 - γ) / 2) = A * A ^ ((1 - γ) / 2 - 1) := by
    rw [Real.rpow_sub_one hA.ne', mul_div_cancel₀ _ hA.ne']
  unfold gaussPart
  rw [h3, ← mul_div_assoc, mul_assoc, h, mul_inv_cancel_left₀ hA.ne']

/-- A function that is integrable and positive beyond `a` has a positive integral there. -/
theorem integral_Ioi_pos {g : ℝ → ℝ} {a : ℝ} (hg : IntegrableOn g (Ioi a))
    (hp : ∀ x ∈ Ioi a, 0 < g x) : 0 < ∫ x in Ioi a, g x := by
  rw [setIntegral_pos_iff_support_of_nonneg_ae
    (ae_restrict_of_forall_mem measurableSet_Ioi fun x hx => (hp x hx).le) hg]
  have hs : Function.support g ∩ Ioi a = Ioi a :=
    Set.inter_eq_right.2 fun x hx => (hp x hx).ne'
  rw [hs, Real.volume_Ioi]
  exact ENNReal.zero_lt_top

/-- For `γ < 1`, `A ≥ 0` and `r > 0`, the part with exponents above `A` is positive and at most
`exp (-A r² / 2) (r / √2) ^ (γ - 1)`. -/
theorem tight_part_bound {γ A r : ℝ} (hγ : γ < 1) (hA : 0 ≤ A) (hr : 0 < r) :
    0 < gaussPart γ (Ioi A) r ∧
      gaussPart γ (Ioi A) r ≤ Real.exp (-(A * r ^ 2 / 2)) * (r / √2) ^ (γ - 1) := by
  have hG : 0 < Real.Gamma ((1 - γ) / 2) := Real.Gamma_pos_of_pos (by linarith)
  have hsub : Ioi A ⊆ Ioi (0 : ℝ) := Set.Ioi_subset_Ioi hA
  have hI := (integrable_exponents hγ hr).mono_set hsub
  refine ⟨div_pos (integral_Ioi_pos hI fun t ht =>
    mul_pos (Real.rpow_pos_of_pos (hsub ht) _) (Real.exp_pos _)) hG, ?_⟩
  have hq : 0 < r / √2 := by positivity
  have hq2 : (r / √2) ^ 2 = r ^ 2 / 2 := by rw [div_pow, Real.sq_sqrt (by norm_num)]
  have hK : IntegrableOn (fun t : ℝ => Real.exp (-(A * r ^ 2 / 2)) *
      (t ^ ((1 - γ) / 2 - 1) * Real.exp (-t * (r / √2) ^ 2))) (Ioi 0) :=
    Integrable.const_mul (integrable_exponents hγ hq) _
  rw [← gaussian_expansion hγ hq]
  unfold gaussPart
  rw [← mul_div_assoc, ← integral_const_mul]
  refine (div_le_div_iff_of_pos_right hG).2 (le_trans
    (setIntegral_mono_on hI (hK.mono_set hsub) measurableSet_Ioi fun t ht => ?_)
    (setIntegral_mono_set hK (ae_restrict_of_forall_mem measurableSet_Ioi fun t ht =>
      mul_nonneg (Real.exp_pos _).le (mul_nonneg (Real.rpow_nonneg (le_of_lt ht) _)
        (Real.exp_pos _).le)) (Filter.Eventually.of_forall hsub)))
  -- half of the exponent is bounded by its value at the cutoff
  have he : Real.exp (-t * r ^ 2)
      ≤ Real.exp (-(A * r ^ 2 / 2)) * Real.exp (-t * (r / √2) ^ 2) := by
    rw [hq2, ← Real.exp_add]
    apply Real.exp_le_exp.2
    linarith [mul_le_mul_of_nonneg_right (le_of_lt (Set.mem_Ioi.1 ht)) (sq_nonneg r)]
  exact (mul_le_mul_of_nonneg_left he (Real.rpow_nonneg (le_of_lt (hsub ht)) _)).trans_eq
    (by ring)

/-- For `0 < γ < 1` and `A > 0`, `r` times the square of the part with exponents above `A` is
integrable on `r > 0`. -/
theorem integrable_missing {γ A : ℝ} (hγ0 : 0 < γ) (hγ1 : γ < 1) (hA : 0 < A) :
    IntegrableOn (fun r : ℝ => r * gaussPart γ (Ioi A) r ^ 2) (Ioi 0) := by
  have hB : IntegrableOn (fun r : ℝ => ((√2 ^ (γ - 1))⁻¹) ^ 2 *
      (r ^ (2 * γ - 1) * Real.exp (-A * r ^ 2))) (Ioi 0) :=
    Integrable.const_mul (integrableOn_rpow_mul_exp_neg_mul_sq hA (by linarith)) _
  have hm : Measurable (gaussPart γ (Ioi A)) := by
    have h : StronglyMeasurable (fun p : ℝ × ℝ =>
        p.2 ^ ((1 - γ) / 2 - 1) * Real.exp (-p.2 * p.1 ^ 2)) :=
      Measurable.stronglyMeasurable (by fun_prop)
    exact (h.integral_prod_right' (ν := volume.restrict (Ioi A))).measurable.div_const _
  refine Integrable.mono' hB (measurable_id.mul (hm.pow_const 2)).aestronglyMeasurable
    (ae_restrict_of_forall_mem measurableSet_Ioi fun r hr => ?_)
  have hr' : 0 < r := hr
  obtain ⟨h0, h1⟩ := tight_part_bound hγ1 hA.le hr'
  have h3 : r ^ (2 * γ - 1) = r * (r ^ (γ - 1)) ^ 2 := by
    rw [show 2 * γ - 1 = 1 + ((γ - 1) + (γ - 1)) by ring, Real.rpow_add hr',
      Real.rpow_add hr', Real.rpow_one]
    ring
  have h4 : Real.exp (-A * r ^ 2) = Real.exp (-(A * r ^ 2 / 2)) ^ 2 := by
    rw [sq (Real.exp _), ← Real.exp_add]
    congr 1
    ring
  rw [Real.norm_of_nonneg (mul_nonneg hr'.le (sq_nonneg _)), h3, h4]
  refine (mul_le_mul_of_nonneg_left (pow_le_pow_left₀ h0.le h1 2) hr'.le).trans_eq ?_
  rw [Real.div_rpow hr'.le (Real.sqrt_nonneg 2)]
  ring

/-- For `0 < γ < 1` and `A > 0`, `r` times the square of the part with exponents above `A` is
integrable on `r > 0`, and its integral is positive and equals `A ^ (-γ)` times that for
`A = 1`. -/
theorem missing_weight_scaling {γ A : ℝ} (hγ0 : 0 < γ) (hγ1 : γ < 1) (hA : 0 < A) :
    IntegrableOn (fun r : ℝ => r * gaussPart γ (Ioi A) r ^ 2) (Ioi 0) ∧
      0 < missingWeight γ A ∧ missingWeight γ A = A ^ (-γ) * missingWeight γ 1 := by
  have hI := integrable_missing hγ0 hγ1 hA
  refine ⟨hI, integral_Ioi_pos hI fun r hr =>
    mul_pos hr (pow_pos (tight_part_bound hγ1 hA.le hr).1 2), ?_⟩
  have ha : 0 < √A := Real.sqrt_pos.2 hA
  -- substitute the scaled radius `√A r`
  have h := integral_comp_mul_left_Ioi (fun x : ℝ => x * gaussPart γ (Ioi 1) x ^ 2) 0 ha
  simp only [mul_zero, smul_eq_mul] at h
  have hf : ∀ r : ℝ, r * gaussPart γ (Ioi A) r ^ 2 = (A ^ ((1 - γ) / 2)) ^ 2 / √A *
      (√A * r * gaussPart γ (Ioi 1) (√A * r) ^ 2) := fun r => by
    rw [tight_part_scaling γ r hA]
    field_simp
  have hc : A ^ (-γ) = (A ^ ((1 - γ) / 2)) ^ 2 / (√A * √A) := by
    rw [Real.mul_self_sqrt hA.le, show -γ = (1 - γ) / 2 + (1 - γ) / 2 - 1 by ring,
      Real.rpow_sub_one hA.ne', Real.rpow_add hA, sq]
  unfold missingWeight
  simp_rw [hf]
  rw [integral_const_mul, h, hc]
  ring

/-- For `0 < γ < 1`, `A > 0` and `ε > 0`, multiplying the cutoff exponent by `ε ^ (-(1 / γ))`
multiplies the missing weight by `ε`. -/
theorem cutoff_for_accuracy {γ A ε : ℝ} (hγ0 : 0 < γ) (hγ1 : γ < 1) (hA : 0 < A)
    (hε : 0 < ε) :
    missingWeight γ (ε ^ (-(1 / γ)) * A) = ε * missingWeight γ A := by
  have hc : 0 < ε ^ (-(1 / γ)) := Real.rpow_pos_of_pos hε _
  have he : (ε ^ (-(1 / γ))) ^ (-γ) = ε := by
    rw [← Real.rpow_mul hε.le, neg_mul_neg, one_div_mul_cancel hγ0.ne', Real.rpow_one]
  rw [(missing_weight_scaling hγ0 hγ1 (mul_pos hc hA)).2.2,
    (missing_weight_scaling hγ0 hγ1 hA).2.2, Real.mul_rpow hc.le hA.le, he, mul_assoc]

end

end DiracGaussianExpansion
```

```lean
#print axioms DiracGaussianExpansion.gaussian_expansion
#print axioms DiracGaussianExpansion.truncation_error
#print axioms DiracGaussianExpansion.cutoff_for_accuracy
```

```
'DiracGaussianExpansion.gaussian_expansion' depends on axioms: [propext, Classical.choice, Quot.sound]
'DiracGaussianExpansion.truncation_error' depends on axioms: [propext, Classical.choice, Quot.sound]
'DiracGaussianExpansion.cutoff_for_accuracy' depends on axioms: [propext, Classical.choice, Quot.sound]
```

## The expansion and its missing part

Let 0 < γ < 1 and put s = (1−γ)/2, so that s > 0. For a set S of positive exponents, `gaussPart γ S r` is

(1/Γ(s)) ∫_S t^(s−1) exp(−t r²) dt.

The set `Ioi 0` contains all positive exponents, `Ioc 0 A` those up to and including A, and `Ioi A` those above A. Write f_A(r) for `gaussPart γ (Ioi A) r`. The theorem `gaussian_expansion` says that the full superposition equals r^(γ−1) for every r > 0, and `truncation_error` says that f_A is exactly what is lost when the exponents stop at A.

The size of the loss is measured by `missingWeight γ A`, here called W(A):

W(A) = ∫₀^∞ r f_A(r)² dr.

The main theorem, `missing_weight_scaling`, has three parts for A > 0: the integrand is integrable, W(A) is positive, and W(A) = A^(−γ) W(1). Its consequence `cutoff_for_accuracy` says that multiplying the cutoff by ε^(−1/γ) multiplies the missing weight by ε, for any ε > 0.

## The Dirac orbital near a point nucleus

For a point charge Z and a state with j = 1/2, the Dirac radial functions divided by r behave near the nucleus as r^(γ−1), with

γ = √(1 − (Zα)²),

where α is the fine-structure constant. Thus 0 < Zα < 1 gives 0 < γ < 1, and the function has a weak singularity which no finite sum of Gaussians reproduces. In the file γ is simply a real number in this range; the Dirac equation does not enter.

The factor r in W(A) is the radial volume element r² times 1/r. Up to the factor −Z in atomic units, W(A) is therefore the nuclear attraction energy of the missing part, taken with unit amplitude. It is not the energy error of an orbital calculation, which also contains cross terms, kinetic terms and the response of the other coefficients.

The Gaussians carry no power of r, as suits the large component of an s1/2 state. The model has a continuum of exponents with prescribed weights, and it describes only the leading factor at the nucleus. A nucleus of finite size removes the singularity, so the power law then loses its meaning for Gaussians narrower than the nucleus.

## Why the power is −γ

**The full expansion.** Substitute x = t r² in the Gamma integral:

Γ(s) = ∫₀^∞ x^(s−1) exp(−x) dx = r^(2s) ∫₀^∞ t^(s−1) exp(−t r²) dt.

Division by Γ(s) r^(2s) gives r^(−2s) = r^(γ−1). In `gaussian_expansion` Mathlib supplies the integral, and the remaining lines simplify the powers. The next lemma, `integrable_exponents`, obtains convergence from this value: Lean assigns zero to a divergent integral, whereas r^(γ−1) is positive.

**The truncation error.** The positive exponents are the disjoint union of (0, A] and (A, ∞). Subtracting the first integral from the full one leaves the second. The lemma `truncation_error` does this with `setIntegral_union`.

**Scaling of f_A.** With t = A u,

t^(s−1) dt = A^s u^(s−1) du and t r² = u (√A r)²,

and the range t > A becomes u > 1. Hence

f_A(r) = A^s f_1(√A r).

This is `tight_part_scaling`; its substitution is `integral_comp_mul_left_Ioi`. Raising the cutoff contracts the missing part towards the nucleus without changing its shape.

**A bound that makes W(A) finite.** For t > A, split the exponent into two halves and bound one of them by its value at A:

exp(−t r²) ≤ exp(−A r²/2) exp(−t (r/√2)²).

Multiply by t^(s−1)/Γ(s), integrate over t > A, and enlarge the range on the right to all t > 0. The full expansion at radius r/√2 then gives

0 < f_A(r) ≤ exp(−A r²/2) (r/√2)^(γ−1).

In `tight_part_bound`, `setIntegral_mono_on` compares the integrands and `setIntegral_mono_set` enlarges the range. Positivity comes from `integral_Ioi_pos`, which says that an integrable function positive beyond a point has a positive integral there.

Squaring and multiplying by r yields

r f_A(r)² ≤ 2^(1−γ) r^(2γ−1) exp(−A r²).

The right side is integrable at the origin because 2γ−1 > −1, and at infinity because A > 0. The lemma `integrable_missing` establishes that f_A is measurable and applies this domination through `Integrable.mono'`.

**Scaling of the weight.** Insert the scaling of f_A and substitute x = √A r, for which r dr = x dx/A:

W(A) = A^(2s) ∫₀^∞ r f_1(√A r)² dr = A^(2s−1) ∫₀^∞ x f_1(x)² dx = A^(−γ) W(1),

since 2s−1 = −γ. In `missing_weight_scaling`, `hf` rewrites the integrand in the scaled radius and `hc` collects the powers of A.

**The cutoff for a given accuracy.** Replacing A by ε^(−1/γ) A gives

(ε^(−1/γ) A)^(−γ) W(1) = ε A^(−γ) W(1) = ε W(A).

The proof of `cutoff_for_accuracy` applies the scaling theorem at both cutoffs and cancels the powers of ε.

## Choosing the largest exponent in a basis

Setting t = e^x turns the expansion into an integral over x with weight e^(s x)/Γ(s). Equally spaced points in x correspond to exponents in geometric progression, that is, to an even-tempered basis with some ratio β > 1. In a script that generates such a basis, the step is one line:

`A_new = A * eps**(-1/gamma)`

For eps < 1, reaching the new cutoff takes about ln(1/ε)/(γ ln β) further functions, rounded up.

Take ε = 1/10 and β = 2. For γ close to 1, the largest exponent in the model must grow by a factor of about 10, which means four more functions. This is not an estimate for light atoms, where the error at practical cutoffs comes mainly from the cusp factor exp(−Zr), which the model leaves out. For γ = 1/2, which corresponds to Z near 119, the factor is 100, which means seven more. An actual calculation optimises the coefficients of a finite basis, so even for a heavy atom such a number is only a starting estimate, to be tested by adding tight functions until the property of interest settles.

## The divergence at γ = 0

The condition γ > 0 is needed for the weight to be finite. At γ = 0, which is Zα = 1, we have s = 1/2 and Γ(s) = √π. Substituting t = u² gives

f_A(r) = (2/√π) ∫_{√A}^∞ exp(−u² r²) du = erfc(√A r)/r,

where erfc is the complementary error function. Near the origin erfc(√A r) tends to 1, so r f_A(r)² behaves as 1/r and its integral diverges logarithmically. This happens for every A > 0: however large the cutoff, the missing part has an infinite 1/r-weighted norm.
